# For δ > 0, the REKS coupling factor rises strictly from 0 to 1 with the occupation product p and stays between p and √p

Stretch the bond in H₂, and two orbitals that began with occupations near 2 and 0 both drift towards occupation 1. The singlet changes from a closed shell into a diradical, and a single closed-shell determinant no longer describes it well. The REKS method (spin-restricted ensemble-referenced Kohn–Sham), in its version with two electrons in two active orbitals, gives these orbitals fractional occupations a and b with a + b = 2. Its energy contains an exchange-type coupling between them, multiplied by a factor that depends on the product p = ab. The closed shell has p = 0 and the diradical with equal occupations has p = 1.

A wavefunction made of two closed-shell configurations with weights a/2 and b/2 suggests a size for this factor. The cross term in its energy carries the coefficient 2√(a/2 · b/2) = √p, up to sign. REKS uses a damped power of p instead, with an exponent that itself depends on p. Does this factor still connect the two limits monotonically, and how far below √p can it fall?

```lean
import Mathlib

open Filter Topology Set

namespace REKSCoupling

noncomputable section
```

## An exponent that depends on the occupations

Let δ be the damping parameter, and define the exponent

e(p) = 1 − (p + δ) / (2(1 + δ)).

The constant δ is part of the REKS model and is not derived here. It sets how strongly the coupling is reduced below √p: for fixed p strictly between 0 and 1, and among positive values of δ, a smaller δ gives a larger exponent and a smaller coupling factor. In Lean, e(p) is `exponent δ p`, a function of two real numbers.

```lean
/-- The exponent of the REKS coupling at occupation product `p`, with damping
parameter `δ ≠ -1`. -/
def exponent (δ p : ℝ) : ℝ := 1 - (p + δ) / (2 * (1 + δ))
```

The coupling factor is

f(p) = p^e(p),

written `coupling δ p`, with a real power. The definition accepts any real arguments; the physical restrictions on δ and p enter as hypotheses of the theorems.

```lean
/-- The REKS coupling factor `f(p) = p ^ (1 - (p + δ) / (2 (1 + δ)))` for an occupation
product `p ≥ 0` and damping parameter `δ ≠ -1`. -/
def coupling (δ p : ℝ) : ℝ := p ^ exponent δ p
```

As p grows, the exponent falls. For p < q,

e(q) − e(p) = −(q − p) / (2(1 + δ)) < 0,

because 1 + δ is positive. `StrictAnti` states this for all real p and q.

```lean
/-- For `δ > 0` the exponent decreases strictly as the occupation product grows. -/
theorem exponent_strictAnti {δ : ℝ} (hδ : 0 < δ) : StrictAnti (exponent δ) := by
  intro p q hpq
  have h : (p + δ) / (2 * (1 + δ)) < (q + δ) / (2 * (1 + δ)) :=
    div_lt_div_of_pos_right (by linarith) (by positivity)
  unfold exponent
  linarith
```

At p = 1 the fraction in the exponent is (1 + δ) / (2(1 + δ)) = 1/2, so e(1) = 1/2 whatever the value of δ > 0.

```lean
/-- For `δ > 0` the exponent at occupation product one is `1/2`. -/
theorem exponent_one {δ : ℝ} (hδ : 0 < δ) : exponent δ 1 = 1 / 2 := by
  have hD : 2 * (1 + δ) ≠ 0 := by positivity
  unfold exponent
  linear_combination (-(1 / 2 : ℝ)) * mul_inv_cancel₀ hD
```

These two facts confine the exponent. If p ≤ 1, then e(p) ≥ e(1) = 1/2. If p ≥ 0, then p + δ > 0, so a positive number is subtracted from 1. Hence, for 0 ≤ p ≤ 1,

1/2 ≤ e(p) < 1.

```lean
/-- For `δ > 0` and an occupation product in `[0, 1]`, the exponent is at least `1/2`
and less than `1`. -/
theorem exponent_bounds {δ p : ℝ} (hδ : 0 < δ) (h0 : 0 ≤ p) (h1 : p ≤ 1) :
    1 / 2 ≤ exponent δ p ∧ exponent δ p < 1 := by
  constructor
  · rw [← exponent_one hδ]
    exact (exponent_strictAnti hδ).antitone h1
  · have h : 0 < (p + δ) / (2 * (1 + δ)) := by positivity
    unfold exponent
    linarith
```

## Between p and √p

Take 0 < p < 1. Then log p < 0, so p^t = exp(t log p) decreases as t increases. Here 1/2 < e(p) < 1, with the left inequality strict because p < 1, and therefore

p = p^1 < p^e(p) < p^(1/2) = √p.

The proof applies `Real.rpow_lt_rpow_of_exponent_gt` twice, once for each inequality.

```lean
/-- For `δ > 0` and an occupation product strictly between zero and one, the coupling
lies strictly between `p` and `√p`. -/
theorem coupling_strict_bounds {δ p : ℝ} (hδ : 0 < δ) (h0 : 0 < p) (h1 : p < 1) :
    p < coupling δ p ∧ coupling δ p < Real.sqrt p := by
  constructor
  · have h := Real.rpow_lt_rpow_of_exponent_gt h0 h1 (exponent_bounds hδ h0.le h1.le).2
    rw [Real.rpow_one] at h
    exact h
  · have he : 1 / 2 < exponent δ p := by
      rw [← exponent_one hδ]
      exact exponent_strictAnti hδ h1
    rw [Real.sqrt_eq_rpow]
    exact Real.rpow_lt_rpow_of_exponent_gt h0 h1 he
```

## Monotonic growth towards the diradical

For 0 ≤ p < q ≤ 1, both the base and the exponent change. Changing them one at a time gives

p^e(p) ≤ p^e(q) < q^e(q).

The first step lowers the exponent at a fixed base that is at most 1; equality occurs at p = 0, where both powers vanish. The second raises the base at a fixed positive exponent. The two terms passed to `lt_of_le_of_lt` are these two steps, and `StrictMonoOn (coupling δ) (Icc 0 1)` says that f is strictly increasing on the closed interval from 0 to 1.

```lean
/-- For `δ > 0` the coupling is strictly increasing in the occupation product
on `[0, 1]`. -/
theorem coupling_strictMonoOn {δ : ℝ} (hδ : 0 < δ) :
    StrictMonoOn (coupling δ) (Icc 0 1) := by
  intro p hp q hq hpq
  have he : 0 < exponent δ q := by
    linarith [(exponent_bounds hδ hq.1 hq.2).1]
  unfold coupling
  -- first lower the exponent at fixed base, then raise the base at fixed exponent
  exact lt_of_le_of_lt
    (Real.rpow_le_rpow_of_exponent_ge' hp.1 hp.2 he.le (exponent_strictAnti hδ hpq).le)
    (Real.rpow_lt_rpow hp.1 hpq he)
```

The endpoint values follow directly. Since e(0) is not zero, f(0) = 0^e(0) = 0; and f(1) = 1^(1/2) = 1.

```lean
/-- For `δ > 0` the coupling vanishes at occupation product zero and equals one at
occupation product one. -/
theorem coupling_endpoints {δ : ℝ} (hδ : 0 < δ) :
    coupling δ 0 = 0 ∧ coupling δ 1 = 1 := by
  constructor
  · have he : exponent δ 0 ≠ 0 := by
      have h := (exponent_bounds hδ le_rfl zero_le_one).1
      intro h'
      linarith
    exact Real.zero_rpow he
  · exact Real.one_rpow _
```

The main theorem, `coupling_interpolates`, joins four statements for every δ > 0: the bounds p ≤ f(p) ≤ √p on [0, 1], strict growth there, the value f(1) = 1, and the limit f(p) → 0 as p approaches 0 from above. The notation `𝓝[>] 0` expresses that one-sided approach. The bounds combine the strict inequalities inside the interval with equality at both ends. The limit follows by squeezing:

0 ≤ f(p) ≤ √p → 0.

```lean
/-- For `δ > 0` the REKS coupling obeys `p ≤ f(p) ≤ √p` and is strictly increasing on
`[0, 1]`; it equals one at `p = 1` and tends to zero as `p` tends to zero from above. -/
theorem coupling_interpolates {δ : ℝ} (hδ : 0 < δ) :
    (∀ p ∈ Icc (0 : ℝ) 1, p ≤ coupling δ p ∧ coupling δ p ≤ Real.sqrt p) ∧
    StrictMonoOn (coupling δ) (Icc 0 1) ∧
    coupling δ 1 = 1 ∧
    Tendsto (coupling δ) (𝓝[>] 0) (𝓝 0) := by
  have hb : ∀ p ∈ Icc (0 : ℝ) 1, p ≤ coupling δ p ∧ coupling δ p ≤ Real.sqrt p := by
    intro p hp
    rcases hp.1.eq_or_lt with h0 | h0
    · rw [← h0, (coupling_endpoints hδ).1, Real.sqrt_zero]
      exact ⟨le_rfl, le_rfl⟩
    rcases hp.2.eq_or_lt with h1 | h1
    · rw [h1, (coupling_endpoints hδ).2, Real.sqrt_one]
      exact ⟨le_rfl, le_rfl⟩
    exact ⟨(coupling_strict_bounds hδ h0 h1).1.le, (coupling_strict_bounds hδ h0 h1).2.le⟩
  refine ⟨hb, coupling_strictMonoOn hδ, (coupling_endpoints hδ).2, ?_⟩
  -- the coupling is squeezed between zero and the square root
  have hs : Tendsto Real.sqrt (𝓝[>] 0) (𝓝 0) :=
    (Real.continuous_sqrt.tendsto' 0 0 Real.sqrt_zero).mono_left nhdsWithin_le_nhds
  have hmem : Ioo (0 : ℝ) 1 ∈ 𝓝[>] (0 : ℝ) := Ioo_mem_nhdsGT zero_lt_one
  refine squeeze_zero' ?_ ?_ hs
  · filter_upwards [hmem] with p hp
    exact hp.1.le.trans (hb p ⟨hp.1.le, hp.2.le⟩).1
  · filter_upwards [hmem] with p hp
    exact (hb p ⟨hp.1.le, hp.2.le⟩).2
```

The hypotheses on δ and p do real work. Replace δ > 0 by δ = −1/2: then e(p) = 3/2 − p, and

f(1/4) = (1/4)^(5/4) < 1/4,

so the lower bound fails. Keep δ = 1 but allow p = 4: then e(4) = −1/4 and f(4) = 4^(−1/4) < 1 = f(1), so growth fails as well.

## The power law near the closed shell

The bounds leave open how fast the coupling disappears. The limiting exponent is

c = e(0) = (2 + δ) / (2(1 + δ)),

and the exponent differs from it by a term linear in p:

e(p) − c = −p / (2(1 + δ)).

For p > 0, dividing the powers gives

f(p) / p^c = p^(−p / (2(1 + δ))) = exp(−p log p / (2(1 + δ))).

Setting p = exp(−t) turns p log p into −t exp(−t), which tends to 0 as t → ∞. The ratio therefore tends to 1, and near the closed shell f behaves like p^c. Since c > 1/2, the ratio f(p)/√p tends to 0 as p approaches 0 from above.

In the proof, `key` is the difference of exponents, and the limit comes from the continuity of p log p at 0, supplied by `Real.continuous_mul_log`.

```lean
/-- For `δ > 0` the ratio of the coupling to the power law
`p ^ ((2 + δ) / (2 (1 + δ)))` tends to one as `p` tends to zero from above. -/
theorem coupling_closedShell_powerLaw {δ : ℝ} (hδ : 0 < δ) :
    Tendsto (fun p => coupling δ p / p ^ ((2 + δ) / (2 * (1 + δ)))) (𝓝[>] 0) (𝓝 1) := by
  have hD : 2 * (1 + δ) ≠ 0 := by positivity
  have hc : Continuous fun p : ℝ => Real.exp (-(p * Real.log p) / (2 * (1 + δ))) :=
    Real.continuous_exp.comp (Real.continuous_mul_log.neg.div_const _)
  have h : Tendsto (fun p : ℝ => Real.exp (-(p * Real.log p) / (2 * (1 + δ))))
      (𝓝[>] 0) (𝓝 1) :=
    (hc.tendsto' 0 1 (by simp)).mono_left nhdsWithin_le_nhds
  refine h.congr' ?_
  filter_upwards [self_mem_nhdsWithin] with p hp
  have hp0 : 0 < p := hp
  -- the exponents differ by a term linear in p
  have key : exponent δ p - (2 + δ) / (2 * (1 + δ)) = -p / (2 * (1 + δ)) := by
    unfold exponent
    linear_combination -(mul_inv_cancel₀ hD)
  rw [coupling, ← Real.rpow_sub hp0, key, Real.rpow_def_of_pos hp0]
  congr 1
  ring
```

## Back to two occupations

So far p has been any number in [0, 1]. Now let a and b be nonnegative occupations with a + b = 2. Then

(a − b)² = (a + b)² − 4ab = 4 − 4ab.

The left side is nonnegative, so 0 ≤ ab ≤ 1, and ab = 1 exactly when a = b. A strictly increasing function takes each value only once. Thus f(ab) = 1 = f(1) forces ab = 1, hence a = b; and f(ab) = 0 = f(0) forces ab = 0, hence an empty orbital. Conversely, equal occupations are both 1 and give f(1) = 1, while an empty orbital gives f(0) = 0.

In the code, `hsq` is the identity for the square, `hm` places the product in [0, 1], and `hinj` is the one-to-one property.

```lean
/-- For `δ > 0` and nonnegative occupations `a`, `b` summing to two, the coupling is one
exactly when the occupations are equal, and zero exactly when one of them vanishes. -/
theorem coupling_occupations {δ a b : ℝ} (hδ : 0 < δ) (ha : 0 ≤ a) (hb : 0 ≤ b)
    (hs : a + b = 2) :
    (coupling δ (a * b) = 1 ↔ a = b) ∧ (coupling δ (a * b) = 0 ↔ a = 0 ∨ b = 0) := by
  have hsq : (a - b) ^ 2 = 4 - 4 * (a * b) := by
    linear_combination (a + b + 2) * hs
  have hm : a * b ∈ Icc (0 : ℝ) 1 :=
    ⟨mul_nonneg ha hb, by linarith [sq_nonneg (a - b)]⟩
  have hinj := (coupling_strictMonoOn hδ).injOn
  obtain ⟨hz, ho⟩ := coupling_endpoints hδ
  refine ⟨⟨fun h => ?_, fun h => ?_⟩, ⟨fun h => ?_, fun h => ?_⟩⟩
  · have hab : a * b = 1 := hinj hm ⟨zero_le_one, le_rfl⟩ (h.trans ho.symm)
    have h0 : (a - b) ^ 2 = 0 := by rw [hsq, hab]; norm_num
    exact sub_eq_zero.mp (pow_eq_zero_iff two_ne_zero |>.mp h0)
  · have ha1 : a = 1 := by linarith
    have hb1 : b = 1 := by linarith
    rw [ha1, hb1, mul_one]
    exact ho
  · exact mul_eq_zero.mp (hinj hm ⟨le_rfl, zero_le_one⟩ (h.trans hz.symm))
  · rw [mul_eq_zero.mpr h]
    exact hz
```

Finally, follow the more occupied orbital, with occupation n between 1 and 2, so that the other has 2 − n. The product n(2 − n) = 1 − (n − 1)² lies in [0, 1]. For 1 ≤ m < n ≤ 2,

m(2 − m) − n(2 − n) = (n − m)(n + m − 2) > 0,

because both factors are positive. The product falls as n grows, and the coupling falls with it. `StrictAntiOn` on `Icc 1 2` states this from the diradical at n = 1 to the closed shell at n = 2.

```lean
/-- For `δ > 0` the coupling of two orbitals with occupations `n` and `2 - n` decreases
strictly as `n` grows from one to two. -/
theorem coupling_strictAntiOn_occupation {δ : ℝ} (hδ : 0 < δ) :
    StrictAntiOn (fun n => coupling δ (n * (2 - n))) (Icc 1 2) := by
  have hmem : ∀ n ∈ Icc (1 : ℝ) 2, n * (2 - n) ∈ Icc (0 : ℝ) 1 := fun n hn =>
    ⟨mul_nonneg (by linarith [hn.1]) (by linarith [hn.2]),
      by nlinarith [sq_nonneg (n - 1)]⟩
  intro m hm n hn hmn
  have hlt : n * (2 - n) < m * (2 - m) := by
    have h1 : 0 < n - m := by linarith
    have h2 : 0 < n + m - 2 := by linarith [hm.1]
    nlinarith [mul_pos h1 h2]
  exact coupling_strictMonoOn hδ (hmem n hn) (hmem m hm) hlt

end

end REKSCoupling
```

For REKS calculations with two electrons in two active orbitals, this means that, for δ > 0, the model's coupling factor is fully on only at equal occupations and switches off monotonically towards the closed shell. The occupations are given numbers here: the energy functional, the orbitals and the minimisation that would determine a and b are not modelled, so nothing follows about the accuracy of a computed energy.

```lean
#print axioms REKSCoupling.coupling_interpolates
#print axioms REKSCoupling.coupling_closedShell_powerLaw
#print axioms REKSCoupling.coupling_occupations
#print axioms REKSCoupling.coupling_strictAntiOn_occupation
```

```
'REKSCoupling.coupling_interpolates' depends on axioms: [propext, Classical.choice, Quot.sound]
'REKSCoupling.coupling_closedShell_powerLaw' depends on axioms: [propext, Classical.choice, Quot.sound]
'REKSCoupling.coupling_occupations' depends on axioms: [propext, Classical.choice, Quot.sound]
'REKSCoupling.coupling_strictAntiOn_occupation' depends on axioms: [propext, Classical.choice, Quot.sound]
```
